# The standing-wave yield sees a finite atomic distribution only through its coherent fraction and coherent position

Let atoms sit at finitely many positions $x_j$, with weights $w_j\ge 0$ that sum to one, and write

$$F=\sum_j w_j e^{2\pi i x_j}=f\,e^{2\pi i P},\qquad f\ge 0 .$$

For every reflectivity $R\ge 0$ and every phase $t$ of the reflected wave,

$$\sum_j w_j\left|1+\sqrt R\,e^{i(t-2\pi x_j)}\right|^2=1+R+2\sqrt R\,f\cos(t-2\pi P),\qquad f=|F|\le 1 .$$

The positions are measured along the normal of the diffraction planes, in units of the plane spacing. The number $f$ is called the coherent fraction and $P$ the coherent position. When an electronic-structure calculation proposes an adsorption geometry, these two numbers are what a standing-wave measurement at one reflection can test, provided that the atoms are described by a finite set of static sites and the yield by the local intensity.

## The geometric factor and the yield

The atoms, or classes of equivalent atoms, are labelled by an arbitrary finite type `ι`.

In Lean 4 with Mathlib:

```lean
import Mathlib

open scoped Real

namespace XRayStandingWave

noncomputable section

variable {ι : Type*} [Fintype ι]
```

The geometric factor is the weighted sum of the phase factors of the sites:

$$F=\sum_j w_j e^{2\pi i x_j}.$$

```lean
/-- The geometric factor `∑ w_j exp(2πi x_j)` of atoms with weights `w_j` at positions `x_j`,
measured in units of the spacing of the diffraction planes. -/
def geometricFactor (w x : ι → ℝ) : ℂ :=
  ∑ j, (w j : ℂ) * Complex.exp (((2 * π * x j : ℝ) : ℂ) * Complex.I)
```

The functions `w` and `x` take real values. The casts to `ℂ` only let these real numbers enter a complex expression. Neither positivity nor normalisation of the weights is part of the definition; each theorem asks for what it needs.

An incident wave of unit amplitude and a reflected wave of amplitude $\sqrt R$ meet at site $j$ with relative phase $t-2\pi x_j$. The yield adds up the local intensities:

$$Y(R,t)=\sum_j w_j\left|1+\sqrt R\,e^{i(t-2\pi x_j)}\right|^2 .$$

```lean
/-- The yield of atoms excited by an incident wave of unit amplitude and a reflected wave of
amplitude `√R` and phase `t`, for reflectivity `R ≥ 0`. -/
def standingWaveYield (w x : ι → ℝ) (R t : ℝ) : ℝ :=
  ∑ j, w j * ‖1 + ((√R : ℝ) : ℂ) *
    Complex.exp (((t - 2 * π * x j : ℝ) : ℂ) * Complex.I)‖ ^ 2
```

This definition holds the physical model. Each atom responds in proportion to the intensity at its own position, as in the dipole approximation for the emission process. The two waves have parallel polarisation, and neither is attenuated between the sites. The sign in $t-2\pi x_j$ fixes the phase convention. In dynamical diffraction theory $R$ and $t$ both follow from the angle or photon energy; here they are independent inputs, and the theory that links them is not derived. A continuous distribution of positions, such as thermal vibration produces, is also not covered.

## Interference at one site

For a relative phase $\theta$, the squared modulus is the sum of the squares of the real and imaginary parts:

$$\left|1+\sqrt R\,e^{i\theta}\right|^2=(1+\sqrt R\cos\theta)^2+(\sqrt R\sin\theta)^2$$
$$=1+2\sqrt R\cos\theta+(\sqrt R)^2(\cos^2\theta+\sin^2\theta)=1+R+2\sqrt R\cos\theta .$$

```lean
/-- The intensity of two interfering waves of amplitudes `1` and `√R` with relative
phase `θ`. -/
theorem two_wave_intensity {R : ℝ} (hR : 0 ≤ R) (θ : ℝ) :
    ‖1 + ((√R : ℝ) : ℂ) * Complex.exp ((θ : ℂ) * Complex.I)‖ ^ 2
      = 1 + R + 2 * √R * Real.cos θ := by
  rw [Complex.sq_norm, Complex.normSq_apply]
  simp only [Complex.add_re, Complex.add_im, Complex.one_re, Complex.one_im,
    Complex.re_ofReal_mul, Complex.im_ofReal_mul, Complex.exp_ofReal_mul_I_re,
    Complex.exp_ofReal_mul_I_im]
  linear_combination (√R) ^ 2 * Real.sin_sq_add_cos_sq θ + Real.sq_sqrt hR
```

The rewriting with `Complex.normSq_apply` produces the first line, and `simp only` evaluates the real and imaginary parts. The final `linear_combination` names the two facts used in the second line: $\sin^2\theta+\cos^2\theta=1$, multiplied by $(\sqrt R)^2$, and $(\sqrt R)^2=R$, which needs $R\ge 0$.

## Averaging over the atoms

Put $\theta=t-2\pi x_j$, multiply by $w_j$ and sum:

$$Y(R,t)=(1+R)\sum_j w_j+2\sqrt R\sum_j w_j\cos(t-2\pi x_j).$$

Since the weights sum to one, the first term is $1+R$.

```lean
/-- For normalised weights the yield is a constant `1 + R` plus an interference term
proportional to the weighted mean of the cosines of the local phases. -/
theorem yield_eq_mean_cos {w : ι → ℝ} (x : ι → ℝ) (hw : ∑ j, w j = 1)
    {R : ℝ} (hR : 0 ≤ R) (t : ℝ) :
    standingWaveYield w x R t
      = 1 + R + 2 * √R * ∑ j, w j * Real.cos (t - 2 * π * x j) := by
  have h : standingWaveYield w x R t
      = (1 + R) * ∑ j, w j + 2 * √R * ∑ j, w j * Real.cos (t - 2 * π * x j) := by
    unfold standingWaveYield
    rw [Finset.mul_sum, Finset.mul_sum, ← Finset.sum_add_distrib]
    refine Finset.sum_congr rfl fun j _ => ?_
    rw [two_wave_intensity hR]
    ring
  rw [h, hw, mul_one]
```

The inner statement `h` is the displayed equation before normalisation. It is proved term by term with `Finset.sum_congr` and the one-site formula. The last line inserts `hw`, the normalisation. The sign of the weights plays no role yet.

## The mean cosine in terms of the geometric factor

The addition formula separates the phase $t$, which the experiment controls, from the positions:

$$\sum_j w_j\cos(t-2\pi x_j)=\cos t\sum_j w_j\cos(2\pi x_j)+\sin t\sum_j w_j\sin(2\pi x_j)$$
$$=\cos t\,\operatorname{Re}F+\sin t\,\operatorname{Im}F .$$

```lean
/-- The weighted sum of cosines is a combination of the real and imaginary parts of the geometric
factor. -/
theorem mean_cos_eq (w x : ι → ℝ) (t : ℝ) :
    ∑ j, w j * Real.cos (t - 2 * π * x j)
      = Real.cos t * (geometricFactor w x).re + Real.sin t * (geometricFactor w x).im := by
  unfold geometricFactor
  rw [Complex.re_sum, Complex.im_sum, Finset.mul_sum, Finset.mul_sum,
    ← Finset.sum_add_distrib]
  refine Finset.sum_congr rfl fun j _ => ?_
  rw [Complex.re_ofReal_mul, Complex.im_ofReal_mul, Complex.exp_ofReal_mul_I_re,
    Complex.exp_ofReal_mul_I_im, Real.cos_sub]
  ring
```

The proof takes the real and imaginary parts inside the sum and applies `Real.cos_sub` to each term.

This is also the form that suits a fitting code. With $R$ and $t$ known at each data point, and the measured yield scaled so that it equals one without the reflected wave, the formula reads

$$Y-1-R=2\sqrt R\,(A\cos t+B\sin t),\qquad A=\operatorname{Re}F,\quad B=\operatorname{Im}F,$$

which is linear in the unknowns $A$ and $B$. If the data points with $R>0$ include two phases that do not differ by a multiple of $\pi$, a linear least-squares fit gives both, and then $f=\sqrt{A^2+B^2}$ and $P=\operatorname{atan2}(B,A)/2\pi$.

Now insert the polar form, $\operatorname{Re}F=f\cos 2\pi P$ and $\operatorname{Im}F=f\sin 2\pi P$, and use the addition formula backwards:

$$\sum_j w_j\cos(t-2\pi x_j)=f\,(\cos t\cos 2\pi P+\sin t\sin 2\pi P)=f\cos(t-2\pi P).$$

```lean
/-- If the geometric factor is `f exp(2πiP)`, the weighted sum of cosines is `f` times the cosine
for the single position `P`. -/
theorem mean_cos_polar {w x : ι → ℝ} {f P : ℝ}
    (hF : geometricFactor w x
      = (f : ℂ) * Complex.exp (((2 * π * P : ℝ) : ℂ) * Complex.I)) (t : ℝ) :
    ∑ j, w j * Real.cos (t - 2 * π * x j) = f * Real.cos (t - 2 * π * P) := by
  rw [mean_cos_eq, hF, Complex.re_ofReal_mul, Complex.im_ofReal_mul,
    Complex.exp_ofReal_mul_I_re, Complex.exp_ofReal_mul_I_im, Real.cos_sub]
  ring
```

The hypothesis `hF` says that $F=f e^{2\pi i P}$. It does not require $f\ge 0$, and this lemma holds for either sign.

## A polar form always exists

Every complex number is its modulus times a phase factor, so one may take

$$f=|F|,\qquad P=\frac{\arg F}{2\pi}.$$

```lean
/-- Every geometric factor can be written as `f exp(2πiP)` with real `f ≥ 0` and real `P`. -/
theorem exists_coherent_fraction_position (w x : ι → ℝ) :
    ∃ f P : ℝ, 0 ≤ f ∧ geometricFactor w x
      = (f : ℂ) * Complex.exp (((2 * π * P : ℝ) : ℂ) * Complex.I) := by
  refine ⟨‖geometricFactor w x‖, (geometricFactor w x).arg / (2 * π), norm_nonneg _, ?_⟩
  have h : 2 * π * ((geometricFactor w x).arg / (2 * π)) = (geometricFactor w x).arg :=
    mul_div_cancel₀ _ Real.two_pi_pos.ne'
  rw [h, Complex.norm_mul_exp_arg_mul_I]
```

The proof supplies exactly these two values, so `hF` can be met for any weights and positions. The theorem does not claim uniqueness: $P$ may be shifted by any integer, and if $F=0$ every $P$ will do.

In a program that starts from computed atomic positions, this step is one complex sum followed by its absolute value and its argument. The argument function returns one representative of $P$, so positions from different sources should be compared modulo one.

## The yield formula and the bound on the coherent fraction

Combining the averaged intensity with the polar form of the mean cosine gives

$$Y(R,t)=1+R+2\sqrt R\,f\cos(t-2\pi P).$$

Taking the modulus of $F=f e^{2\pi i P}$ with $f\ge 0$ gives $f=|F|$. Setting $t=2\pi P$ in the mean cosine gives

$$f=\sum_j w_j\cos(2\pi P-2\pi x_j)\le\sum_j w_j=1 .$$

```lean
/-- The standing-wave yield depends on the atomic distribution only through the coherent
fraction `f` and the coherent position `P`; the coherent fraction is the modulus of the
geometric factor and is at most one. -/
theorem standing_wave_yield {w x : ι → ℝ} (hw0 : ∀ j, 0 ≤ w j) (hw : ∑ j, w j = 1)
    {f P : ℝ} (hf : 0 ≤ f)
    (hF : geometricFactor w x
      = (f : ℂ) * Complex.exp (((2 * π * P : ℝ) : ℂ) * Complex.I)) :
    (∀ R t : ℝ, 0 ≤ R → standingWaveYield w x R t
      = 1 + R + 2 * √R * f * Real.cos (t - 2 * π * P))
    ∧ f = ‖geometricFactor w x‖ ∧ f ≤ 1 := by
  refine ⟨fun R t hR => ?_, ?_, ?_⟩
  · rw [yield_eq_mean_cos x hw hR, mean_cos_polar hF]
    ring
  · rw [hF, norm_mul, Complex.norm_exp_ofReal_mul_I, mul_one, Complex.norm_real,
      Real.norm_of_nonneg hf]
  · -- at `t = 2πP` the mean cosine is `f` itself
    have h := mean_cos_polar hF (2 * π * P)
    rw [sub_self, Real.cos_zero, mul_one] at h
    rw [← h, ← hw]
    exact Finset.sum_le_sum fun j _ =>
      mul_le_of_le_one_right (hw0 j) (Real.cos_le_one _)
```

The hypotheses are nonnegative weights (`hw0`), normalisation (`hw`), $f\ge 0$ (`hf`) and the polar form (`hF`). The conclusion has three parts: the yield formula for all real `R` and `t` with `0 ≤ R`, the identity `f = ‖geometricFactor w x‖`, and the bound `f ≤ 1`. The same $f$ and $P$ serve every $R$ and $t$.

The three bullets of the proof follow the three calculations above. In the last one, `Finset.sum_le_sum` compares the sums term by term. This is where nonnegative weights enter, since $w_j\cos\theta\le w_j$ can fail for negative $w_j$.

## Recovering the geometric factor from a yield curve

Let the weights sum to one, and suppose that at one fixed $R>0$ the yield has the form $1+R+2\sqrt R\,f\cos(t-2\pi P)$ for all $t$. Subtract $1+R$ and divide by $2\sqrt R$:

$$\cos t\,\operatorname{Re}F+\sin t\,\operatorname{Im}F=f\cos(t-2\pi P).$$

At $t=0$ this reads $\operatorname{Re}F=f\cos 2\pi P$, and at $t=\pi/2$ it reads $\operatorname{Im}F=f\sin 2\pi P$. Hence $F=f e^{2\pi i P}$.

```lean
/-- At fixed reflectivity `R > 0`, a yield curve of the standing-wave form with parameters
`f` and `P` determines the geometric factor. -/
theorem geometricFactor_of_yield {w x : ι → ℝ} (hw : ∑ j, w j = 1) {R f P : ℝ}
    (hR : 0 < R)
    (hY : ∀ t, standingWaveYield w x R t
      = 1 + R + 2 * √R * f * Real.cos (t - 2 * π * P)) :
    geometricFactor w x
      = (f : ℂ) * Complex.exp (((2 * π * P : ℝ) : ℂ) * Complex.I) := by
  have key : ∀ t, Real.cos t * (geometricFactor w x).re
      + Real.sin t * (geometricFactor w x).im = f * Real.cos (t - 2 * π * P) := by
    intro t
    have h := hY t
    rw [yield_eq_mean_cos x hw hR.le, mean_cos_eq] at h
    have hs : 2 * √R ≠ 0 := (mul_pos two_pos (Real.sqrt_pos.2 hR)).ne'
    apply mul_left_cancel₀ hs
    linarith
  -- the phases `0` and `π/2` give the real and the imaginary part
  have h0 := key 0
  have h1 := key (π / 2)
  rw [Real.cos_sub, Real.cos_zero, Real.sin_zero] at h0
  rw [Real.cos_sub, Real.cos_pi_div_two, Real.sin_pi_div_two] at h1
  apply Complex.ext
  · rw [Complex.re_ofReal_mul, Complex.exp_ofReal_mul_I_re]
    linarith
  · rw [Complex.im_ofReal_mul, Complex.exp_ofReal_mul_I_im]
    linarith
```

The statement `key` is the displayed equation. The condition $R>0$ permits the division by $2\sqrt R$; without a reflected wave the yield carries no information about the positions. `Complex.ext` then assembles $F$ from its two parts.

The hypothesis `hY` describes an ideal, noise-free curve at constant reflectivity, whereas in a measured scan $R$ and $t$ change together. The sign of $f$ is left free here. If a fit returns a negative $f$, replacing it by $-f$ and shifting $P$ by $1/2$ describes the same $F$. What is recovered is the one complex number $F$, and different sets of sites can share it.

## When the coherent fraction is one

Subtract the expression for $f$ from the normalisation:

$$1-f=\sum_j w_j\left[1-\cos(2\pi P-2\pi x_j)\right].$$

No term on the right is negative. If $f=1$, every term vanishes, so the cosine equals one wherever $w_j\ne 0$, and $x_j$ differs from $P$ by an integer. Conversely, if all occupied positions have this property, every term vanishes and $f=1$.

```lean
/-- The coherent fraction is one exactly when every occupied position agrees with the
coherent position up to a whole number of plane spacings. -/
theorem coherent_fraction_eq_one_iff {w x : ι → ℝ} (hw0 : ∀ j, 0 ≤ w j)
    (hw : ∑ j, w j = 1) {f P : ℝ}
    (hF : geometricFactor w x
      = (f : ℂ) * Complex.exp (((2 * π * P : ℝ) : ℂ) * Complex.I)) :
    f = 1 ↔ ∀ j, w j ≠ 0 → ∃ n : ℤ, x j = P + n := by
  have h := mean_cos_polar hF (2 * π * P)
  rw [sub_self, Real.cos_zero, mul_one] at h
  constructor
  · intro hf j hj
    -- a sum of nonnegative deficits vanishes, so each deficit vanishes
    have hsum : ∑ i, w i * (1 - Real.cos (2 * π * P - 2 * π * x i)) = 0 := by
      simp only [mul_sub, mul_one, Finset.sum_sub_distrib]
      rw [hw, h, hf, sub_self]
    have hz := (Finset.sum_eq_zero_iff_of_nonneg (fun i _ =>
      mul_nonneg (hw0 i) (sub_nonneg.2 (Real.cos_le_one _)))).1 hsum j (Finset.mem_univ j)
    have hc : Real.cos (2 * π * P - 2 * π * x j) = 1 := by
      have := (mul_eq_zero.1 hz).resolve_left hj
      linarith
    obtain ⟨n, hn⟩ := (Real.cos_eq_one_iff _).1 hc
    refine ⟨-n, mul_left_cancel₀ Real.two_pi_pos.ne' ?_⟩
    push_cast
    linarith
  · intro hx
    rw [← h, ← hw]
    refine Finset.sum_congr rfl fun j _ => ?_
    by_cases hj : w j = 0
    · rw [hj, zero_mul]
    · obtain ⟨n, hn⟩ := hx j hj
      have hc : Real.cos (2 * π * P - 2 * π * x j) = 1 :=
        (Real.cos_eq_one_iff _).2 ⟨-n, by rw [hn]; push_cast; ring⟩
      rw [hc, mul_one]
```

The condition `w j ≠ 0` selects the occupied sites; an entry with zero weight may lie anywhere. In the forward direction, `hsum` states that the sum of deficits is zero, and `Finset.sum_eq_zero_iff_of_nonneg` passes this on to each term. `Real.cos_eq_one_iff` then turns a cosine equal to one into an integer multiple of $2\pi$. The reverse direction evaluates the sum for $f$ directly, treating empty and occupied sites separately.

A coherent fraction of one therefore does not mean that all atoms have the same height. Atoms in successive layers, separated by whole plane spacings, also give $f=1$.

## Two equally occupied sites

Let half of the atoms sit at $p-d$ and half at $p+d$. With $\alpha=t-2\pi p$ and $\beta=2\pi d$, the mean cosine is

$$\tfrac12\cos(\alpha+\beta)+\tfrac12\cos(\alpha-\beta)=\cos\alpha\cos\beta,$$

and therefore

$$Y(R,t)=1+R+2\sqrt R\cos(2\pi d)\cos(t-2\pi p).$$

```lean
/-- For two equally occupied sites at `p - d` and `p + d`, the modulation of the yield is
that of the midpoint `p` multiplied by `cos(2πd)`. -/
theorem split_site_yield (p d t : ℝ) {R : ℝ} (hR : 0 ≤ R) :
    standingWaveYield ![1 / 2, 1 / 2] ![p - d, p + d] R t
      = 1 + R + 2 * √R * Real.cos (2 * π * d) * Real.cos (t - 2 * π * p) := by
  have hw : ∑ j, (![1 / 2, 1 / 2] : Fin 2 → ℝ) j = 1 := by
    norm_num [Fin.sum_univ_two]
  rw [yield_eq_mean_cos _ hw hR, Fin.sum_univ_two]
  simp only [Matrix.cons_val_zero, Matrix.cons_val_one]
  have h1 : t - 2 * π * (p - d) = (t - 2 * π * p) + 2 * π * d := by ring
  have h2 : t - 2 * π * (p + d) = (t - 2 * π * p) - 2 * π * d := by ring
  rw [h1, h2, Real.cos_add, Real.cos_sub (t - 2 * π * p)]
  ring

end

end XRayStandingWave
```

The lists `![1 / 2, 1 / 2]` and `![p - d, p + d]` are the weights and positions of the two sites. After the averaged formula is applied, `h1` and `h2` rewrite the two phases as $\alpha+\beta$ and $\alpha-\beta$, and the addition formulas finish the calculation.

The factor $\cos(2\pi d)$ can be negative. In that case the coherent fraction is $|\cos(2\pi d)|$ and the coherent position is $p+\tfrac12$, half a spacing away from the midpoint of the sites. At $d=\tfrac14$ the modulation disappears, although each atom has a sharply defined position. These two cases make convenient test inputs for a program that converts site models into $f$ and $P$; at $d=\tfrac14$ only $f=0$ can be checked, because $P$ is then arbitrary.

```lean
#print axioms XRayStandingWave.standing_wave_yield
-- 'XRayStandingWave.standing_wave_yield' depends on axioms: [propext, Classical.choice, Quot.sound]
#print axioms XRayStandingWave.geometricFactor_of_yield
-- 'XRayStandingWave.geometricFactor_of_yield' depends on axioms: [propext, Classical.choice, Quot.sound]
#print axioms XRayStandingWave.coherent_fraction_eq_one_iff
-- 'XRayStandingWave.coherent_fraction_eq_one_iff' depends on axioms: [propext, Classical.choice, Quot.sound]
#print axioms XRayStandingWave.split_site_yield
-- 'XRayStandingWave.split_site_yield' depends on axioms: [propext, Classical.choice, Quot.sound]
```
